# The radial Laplacian of the plane on a half-shifted grid: no ghost value at the origin, and a rescaled matrix that is symmetric and negative definite for a zero outer wall

Take two radial points, \(r_1=h/2\) and \(r_2=3h/2\), with spacing \(h>0\), and a function with values \(u_1,u_2\) there and \(u_3=0\) at the next point. The three-point form used below for \(u''+u'/r\), the Laplacian of a function in the plane that depends only on the distance \(r\) from the origin, gives

\[
L=\frac1{h^2}\begin{pmatrix}-2&2\\ 2/3&-2\end{pmatrix},\qquad
D^{1/2}LD^{-1/2}=\frac1{h^2}\begin{pmatrix}-2&2/\sqrt3\\ 2/\sqrt3&-2\end{pmatrix},
\]

where \(D=\mathrm{diag}(r_1,r_2)\). No value \(u_0\) on the inner side was needed, because its coefficient is zero. The rescaled matrix is symmetric, with eigenvalues \((-2\pm2/\sqrt3)/h^2\), both negative. The same happens for any number \(N\) of points.

```lean
import Mathlib

open Matrix

namespace HalfShiftedRadialGrid

noncomputable section
```

## The grid and the stencil

The points are \(r_j=(j-\tfrac12)h\). The index runs over all integers, so \(j-1\) is ordinary subtraction and \(r_0=-h/2\) is a legitimate ghost point.

```lean
/-- The half-shifted radial grid `r_j = (j - 1/2) h`. -/
def radius (h : ℝ) (j : ℤ) : ℝ := ((j : ℝ) - 1 / 2) * h
```

Writing \(u''+u'/r=(ru')'/r\) and taking the flux \(ru'\) halfway between points, at radii \(jh\) and \((j-1)h\), gives

\[
(Lu)_j=\frac{j(u_{j+1}-u_j)-(j-1)(u_j-u_{j-1})}{(j-\frac12)h^2}.
\]

In Lean a grid function is a map `u : ℤ → ℝ`, and \((Lu)_j\) is `radialLap h u j`.

```lean
/-- The finite-difference form of `u'' + u'/r` on the half-shifted grid, for spacing `h ≠ 0`. -/
def radialLap (h : ℝ) (u : ℤ → ℝ) (j : ℤ) : ℝ :=
  ((j : ℝ) * (u (j + 1) - u j) - ((j : ℝ) - 1) * (u j - u (j - 1))) /
    (((j : ℝ) - 1 / 2) * h ^ 2)
```

Column \(k\) of the matrix is the image of the function that is 1 at one point and 0 elsewhere. Lean counts rows and columns from zero, so index \(i\) belongs to \(r_{i+1}\). Leaving out the column for \(u_{N+1}\) imposes the outer wall, at \(r_{N+1}=(N+\tfrac12)h\).

```lean
/-- The matrix of the radial Laplacian on the points `r_1, …, r_N`, for `h ≠ 0`: each column is
the image of a unit grid function. Row `i` belongs to the point `r_(i+1)`. -/
def lapMatrix (h : ℝ) (N : ℕ) : Matrix (Fin N) (Fin N) ℝ :=
  Matrix.of fun i k =>
    radialLap h (fun m => if m = ((k : ℕ) : ℤ) + 1 then 1 else 0) (((i : ℕ) : ℤ) + 1)
```

The symmetrised matrix is the product \(S=D^{1/2}LD^{-1/2}\), with \(D=\mathrm{diag}(r_1,\dots,r_N)\).

```lean
/-- The rescaled matrix `D^(1/2) L D^(-1/2)` with `D = diag(r_j)`, for `h > 0`. -/
def symLap (h : ℝ) (N : ℕ) : Matrix (Fin N) (Fin N) ℝ :=
  Matrix.diagonal (fun i : Fin N => √(radius h (((i : ℕ) : ℤ) + 1))) * lapMatrix h N *
    Matrix.diagonal (fun i : Fin N => (√(radius h (((i : ℕ) : ℤ) + 1)))⁻¹)
```

The denominator never vanishes: \(j=\tfrac12\) would mean \(2j=1\), which no integer satisfies.

```lean
/-- The number `j - 1/2` is nonzero for every integer `j`. -/
theorem half_shift_ne_zero (j : ℤ) : (j : ℝ) - 1 / 2 ≠ 0 := by
  intro H
  have h1 : (2 : ℝ) * (j : ℝ) = 1 := by linarith
  have h2 : (2 : ℤ) * j = 1 := by exact_mod_cast h1
  omega
```

For \(n\ge0\) we have \(r_{n+1}=(n+\tfrac12)h>0\), so the square roots in \(D^{\pm1/2}\) are nonzero.

```lean
/-- The grid points `r_1, r_2, …` have positive radius. -/
theorem radius_pos {h : ℝ} (hh : 0 < h) (n : ℕ) : 0 < radius h ((n : ℤ) + 1) := by
  have hn : (0 : ℝ) ≤ n := Nat.cast_nonneg n
  unfold radius
  push_cast
  exact mul_pos (by linarith) hh
```

## The origin and the test function \(r^2\)

At \(j=1\) the inner flux has coefficient \(j-1=0\): it passes through a circle of radius zero. At \(j\ge2\) the stencil reaches only down to \(u_{j-1}\), with \(j-1\ge1\). Two functions that agree on \(1,\dots,j+1\) therefore have the same \((Lu)_j\). The proof splits into these two cases.

```lean
/-- At `j ≥ 1` the radial Laplacian depends only on `u_1, …, u_(j+1)`; the ghost value `u_0`
does not enter. -/
theorem radialLap_ghost_free (h : ℝ) (u v : ℤ → ℝ) {j : ℤ} (hj : 1 ≤ j)
    (huv : ∀ k, 1 ≤ k → k ≤ j + 1 → u k = v k) : radialLap h u j = radialLap h v j := by
  unfold radialLap
  rw [huv (j + 1) (by omega) le_rfl, huv j hj (by omega)]
  by_cases h1 : j = 1
  · subst h1
    simp
  · rw [huv (j - 1) (by omega) (by omega)]
```

For \(u=r^2\) the differences are \(r_{j+1}^2-r_j^2=2jh^2\) and \(r_j^2-r_{j-1}^2=2(j-1)h^2\), so

\[
(Lr^2)_j=\frac{2j^2-2(j-1)^2}{j-\frac12}=\frac{4j-2}{j-\frac12}=4,
\]

the value of the continuous Laplacian. The theorem covers every integer \(j\) and needs only \(h\ne0\).

```lean
/-- The radial Laplacian of `r²` is exactly `4` at every grid point. -/
theorem radialLap_sq {h : ℝ} (hh : h ≠ 0) (j : ℤ) :
    radialLap h (fun k => radius h k ^ 2) j = 4 := by
  unfold radialLap radius
  rw [div_eq_iff (mul_ne_zero (half_shift_ne_zero j) (pow_ne_zero 2 hh))]
  push_cast
  ring
```

## The matrix acts as the stencil

By linearity, the matrix applied to \((u_1,\dots,u_N)\) is the stencil applied to the superposition of unit functions with these coefficients. That superposition equals \(u\) at points \(1,\dots,N\), and at \(N+1\) both vanish. They may differ at point 0, which the previous section's ghost result makes harmless.

```lean
/-- On grid functions with `u_(N+1) = 0` the matrix acts as the radial Laplacian, whatever the
ghost value `u_0`. -/
theorem lapMatrix_mulVec (h : ℝ) (N : ℕ) (u : ℤ → ℝ) (hu : u ((N : ℤ) + 1) = 0) :
    lapMatrix h N *ᵥ (fun k : Fin N => u (((k : ℕ) : ℤ) + 1)) =
      fun i : Fin N => radialLap h u (((i : ℕ) : ℤ) + 1) := by
  funext i
  -- by linearity the matrix applies the stencil to the superposition of unit functions
  have key : (lapMatrix h N *ᵥ (fun k : Fin N => u (((k : ℕ) : ℤ) + 1))) i =
      radialLap h (fun m => ∑ k : Fin N,
        (if m = ((k : ℕ) : ℤ) + 1 then (1 : ℝ) else 0) * u (((k : ℕ) : ℤ) + 1))
        (((i : ℕ) : ℤ) + 1) := by
    simp only [Matrix.mulVec, dotProduct, lapMatrix, Matrix.of_apply, radialLap,
      ← Finset.sum_sub_distrib, Finset.mul_sum, Finset.sum_div]
    refine Finset.sum_congr rfl fun k _ => ?_
    ring
  rw [key]
  have hi := i.2
  refine radialLap_ghost_free h _ _ (by omega) fun m h1 h2 => ?_
  obtain ⟨n, rfl⟩ : ∃ n : ℕ, m = (n : ℤ) + 1 := ⟨(m - 1).toNat, by omega⟩
  by_cases hn : n < N
  · rw [Finset.sum_eq_single (⟨n, hn⟩ : Fin N)]
    · simp
    · intro k _ hk
      rw [if_neg, zero_mul]
      intro e
      apply hk
      apply Fin.ext
      show (k : ℕ) = n
      omega
    · simp
  · have hnN : n = N := by omega
    subst hnN
    rw [hu]
    refine Finset.sum_eq_zero fun k _ => ?_
    have hk := k.2
    rw [if_neg (by omega), zero_mul]
```

## Summation by parts

Multiplying by \(r_{n+1}\) turns the stencil into a difference of fluxes:

\[
r_{n+1}(Lu)_{n+1}=\frac{(n+1)(u_{n+2}-u_{n+1})-n(u_{n+1}-u_n)}h .
\]

For a second grid function \(v\), this leads to

\[
\sum_{i=0}^{N-1}r_{i+1}v_{i+1}(Lu)_{i+1}=\frac1h\Big[Nv_{N+1}(u_{N+1}-u_N)-\sum_{i=0}^{N-1}(i+1)(u_{i+2}-u_{i+1})(v_{i+2}-v_{i+1})\Big].
\]

Both sides vanish for \(N=0\). Going from \(n\) to \(n+1\) points, the new term cancels the old boundary term \(nv_{n+1}(u_{n+1}-u_n)\) and leaves \((n+1)v_{n+1}(u_{n+2}-u_{n+1})\). Writing \(v_{n+1}=v_{n+2}-(v_{n+2}-v_{n+1})\) splits this into the new boundary term and the new summand. In Lean, `linear_combination` does this bookkeeping, with the flux formula as `e`.

```lean
/-- Discrete Green identity with weight `r_j`: a boundary term at the outer wall minus the sum of
products of differences, weighted by `j`. -/
theorem discrete_green {h : ℝ} (hh : h ≠ 0) (u v : ℤ → ℝ) (N : ℕ) :
    ∑ i ∈ Finset.range N,
        radius h ((i : ℤ) + 1) * v ((i : ℤ) + 1) * radialLap h u ((i : ℤ) + 1) =
      ((N : ℝ) * v ((N : ℤ) + 1) * (u ((N : ℤ) + 1) - u (N : ℤ)) -
        ∑ i ∈ Finset.range N, ((i : ℝ) + 1) * (u ((i : ℤ) + 2) - u ((i : ℤ) + 1)) *
          (v ((i : ℤ) + 2) - v ((i : ℤ) + 1))) / h := by
  induction N with
  | zero => simp
  | succ n ih =>
    have aux : ∀ a X : ℝ, a ≠ 0 → a * h * (X / (a * h ^ 2)) = X / h := by
      intro a X ha
      field_simp
    -- the weight turns the stencil into a difference of fluxes
    have e : radius h ((n : ℤ) + 1) * radialLap h u ((n : ℤ) + 1) = _ :=
      aux _ _ (half_shift_ne_zero ((n : ℤ) + 1))
    have e1 : (n : ℤ) + 1 + 1 = n + 2 := by ring
    have e2 : (n : ℤ) + 1 - 1 = n := by ring
    rw [Finset.sum_range_succ, ih, Finset.sum_range_succ]
    push_cast at e ⊢
    simp only [e1, e2] at e ⊢
    linear_combination v ((n : ℤ) + 1) * e
```

## The entries of the rescaled matrix

For positive \(a,b\) and any \(c\), the two factors \(\sqrt h\) cancel:

\[
\sqrt{ah}\,\frac{c}{ah^2}\,\frac1{\sqrt{bh}}=\frac{c}{h^2\sqrt{ab}} .
\]

The proof writes \(a,b,h\) as squares of positive numbers, which leaves a rational identity.

```lean
/-- Rescaling by square roots of the radii `a h` and `b h` turns the coupling `c/(a h²)` into
`c/(h² √(a b))`. -/
theorem rescaled_coupling {a b h : ℝ} (c : ℝ) (ha : 0 < a) (hb : 0 < b) (hh : 0 < h) :
    √(a * h) * (c / (a * h ^ 2)) * (√(b * h))⁻¹ = c / (h ^ 2 * √(a * b)) := by
  obtain ⟨s, hs, rfl⟩ : ∃ s : ℝ, 0 < s ∧ s ^ 2 = a := ⟨√a, Real.sqrt_pos.2 ha, Real.sq_sqrt ha.le⟩
  obtain ⟨t, ht, rfl⟩ : ∃ t : ℝ, 0 < t ∧ t ^ 2 = b := ⟨√b, Real.sqrt_pos.2 hb, Real.sq_sqrt hb.le⟩
  obtain ⟨q, hq, rfl⟩ : ∃ q : ℝ, 0 < q ∧ q ^ 2 = h := ⟨√h, Real.sqrt_pos.2 hh, Real.sq_sqrt hh.le⟩
  have e : ∀ x y : ℝ, 0 < x → 0 < y → √(x ^ 2 * y ^ 2) = x * y := by
    intro x y hx hy
    rw [← mul_pow]
    exact Real.sqrt_sq (by positivity)
  rw [e s q hs hq, e t q ht hq, e s t hs ht]
  field_simp
```

On the diagonal the square roots cancel, and the entry is \(-(j+(j-1))/((j-\tfrac12)h^2)=-2/h^2\). Between points that are neither equal nor adjacent, the stencil gives zero.

```lean
/-- The rescaled matrix has the constant diagonal `-2/h²` and couples only neighbouring points. -/
theorem symLap_tridiagonal {h : ℝ} (hh : 0 < h) {N : ℕ} (i : Fin N) :
    symLap h N i i = -2 / h ^ 2 ∧
      ∀ k : Fin N, k ≠ i → (k : ℕ) ≠ i + 1 → (i : ℕ) ≠ k + 1 → symLap h N i k = 0 := by
  constructor
  · have hm : lapMatrix h N i i = -2 / h ^ 2 := by
      have a : ¬ (((i : ℕ) : ℤ) + 1 + 1 = ((i : ℕ) : ℤ) + 1) := by omega
      have b : ¬ (((i : ℕ) : ℤ) + 1 - 1 = ((i : ℕ) : ℤ) + 1) := by omega
      simp only [lapMatrix, Matrix.of_apply, radialLap, if_neg a, if_neg b, if_true]
      rw [div_eq_div_iff (mul_ne_zero (half_shift_ne_zero _) (pow_ne_zero 2 hh.ne'))
        (pow_ne_zero 2 hh.ne')]
      ring
    have hr := (Real.sqrt_pos.2 (radius_pos hh (i : ℕ))).ne'
    rw [symLap, Matrix.mul_diagonal, Matrix.diagonal_mul, hm, mul_right_comm,
      mul_inv_cancel₀ hr, one_mul]
  · intro k h0 h1 h2
    have h0' : (k : ℕ) ≠ i := fun e => h0 (Fin.ext e)
    have a : ¬ (((i : ℕ) : ℤ) + 1 + 1 = ((k : ℕ) : ℤ) + 1) := by omega
    have b : ¬ (((i : ℕ) : ℤ) + 1 = ((k : ℕ) : ℤ) + 1) := by omega
    have c : ¬ (((i : ℕ) : ℤ) + 1 - 1 = ((k : ℕ) : ℤ) + 1) := by omega
    have hm : lapMatrix h N i k = 0 := by
      simp only [lapMatrix, Matrix.of_apply, radialLap, if_neg a, if_neg b, if_neg c]
      ring
    rw [symLap, Matrix.mul_diagonal, Matrix.diagonal_mul, hm, mul_zero, zero_mul]
```

For neighbours \(i\) and \(k=i+1\),

\[
L_{ik}=\frac{i+1}{(i+\frac12)h^2},\qquad L_{ki}=\frac{i+1}{(i+\frac32)h^2}.
\]

The rescaling formula, with \((i+\tfrac12)(i+\tfrac32)=(i+1)^2-\tfrac14\), turns both into the same number. With \(j=i+1\) it is

\[
S_{ik}=S_{ki}=\frac{j}{h^2\sqrt{j^2-\frac14}} .
\]

```lean
/-- Both entries coupling `r_j` and `r_(j+1)`, with `j = i + 1`, equal `j/(h² √(j² - 1/4))`. -/
theorem symLap_neighbour {h : ℝ} (hh : 0 < h) {N : ℕ} (i k : Fin N) (hk : (k : ℕ) = i + 1) :
    symLap h N i k = ((i : ℕ) + 1 : ℝ) / (h ^ 2 * √(((i : ℕ) + 1 : ℝ) ^ 2 - 1 / 4)) ∧
    symLap h N k i = ((i : ℕ) + 1 : ℝ) / (h ^ 2 * √(((i : ℕ) + 1 : ℝ) ^ 2 - 1 / 4)) := by
  have kc : ((k : ℕ) : ℝ) = ((i : ℕ) : ℝ) + 1 := by exact_mod_cast hk
  have ri : radius h (((i : ℕ) : ℤ) + 1) = (((i : ℕ) : ℝ) + 1 / 2) * h := by
    unfold radius
    push_cast
    ring
  have rk : radius h (((k : ℕ) : ℤ) + 1) = (((i : ℕ) : ℝ) + 3 / 2) * h := by
    unfold radius
    push_cast
    rw [kc]
    ring
  have m1 : lapMatrix h N i k = (((i : ℕ) : ℝ) + 1) / ((((i : ℕ) : ℝ) + 1 / 2) * h ^ 2) := by
    have a : ((i : ℕ) : ℤ) + 1 + 1 = ((k : ℕ) : ℤ) + 1 := by omega
    have b : ¬ (((i : ℕ) : ℤ) + 1 = ((k : ℕ) : ℤ) + 1) := by omega
    have c : ¬ (((i : ℕ) : ℤ) + 1 - 1 = ((k : ℕ) : ℤ) + 1) := by omega
    simp only [lapMatrix, Matrix.of_apply, radialLap, if_pos a, if_neg b, if_neg c]
    push_cast
    ring
  have m2 : lapMatrix h N k i = (((i : ℕ) : ℝ) + 1) / ((((i : ℕ) : ℝ) + 3 / 2) * h ^ 2) := by
    have a : ¬ (((k : ℕ) : ℤ) + 1 + 1 = ((i : ℕ) : ℤ) + 1) := by omega
    have b : ¬ (((k : ℕ) : ℤ) + 1 = ((i : ℕ) : ℤ) + 1) := by omega
    have c : ((k : ℕ) : ℤ) + 1 - 1 = ((i : ℕ) : ℤ) + 1 := by omega
    simp only [lapMatrix, Matrix.of_apply, radialLap, if_neg a, if_neg b, if_pos c]
    push_cast
    rw [kc]
    ring
  have e : (((i : ℕ) : ℝ) + 1) ^ 2 - 1 / 4 =
      (((i : ℕ) : ℝ) + 1 / 2) * (((i : ℕ) : ℝ) + 3 / 2) := by ring
  constructor
  · rw [symLap, Matrix.mul_diagonal, Matrix.diagonal_mul, m1, ri, rk, e]
    exact rescaled_coupling _ (by positivity) (by positivity) hh
  · rw [symLap, Matrix.mul_diagonal, Matrix.diagonal_mul, m2, ri, rk, e,
      mul_comm (((i : ℕ) : ℝ) + 1 / 2) (((i : ℕ) : ℝ) + 3 / 2)]
    exact rescaled_coupling _ (by positivity) (by positivity) hh
```

## Symmetry and negative definiteness

Symmetry follows by comparing entries: neighbours, equal indices, and the rest. For definiteness, take a real vector \(x\neq0\) and set \(u_{i+1}=x_i/\sqrt{r_{i+1}}\), \(u_{N+1}=0\). Then \(\sqrt{r_{i+1}}\,x_i=r_{i+1}u_{i+1}\), and the summation formula with \(v=u\) has no boundary term:

\[
x^{T}Sx=\sum_{i=0}^{N-1}r_{i+1}u_{i+1}(Lu)_{i+1}=-\frac1h\sum_{i=0}^{N-1}(i+1)(u_{i+2}-u_{i+1})^2\le0 .
\]

If the sum were zero, every difference would vanish. Stepping inward from the wall, as `back` does by induction, gives \(u_N=\dots=u_1=0\), hence \(x=0\), a contradiction. Lean states the result as `x ⬝ᵥ (symLap h N *ᵥ x) < 0` for every nonzero `x`.

```lean
/-- For `h > 0`, the rescaled matrix `D^(1/2) L D^(-1/2)` is symmetric and negative definite. -/
theorem symLap_symmetric_negDef {h : ℝ} (hh : 0 < h) (N : ℕ) :
    (symLap h N).IsSymm ∧ ∀ x : Fin N → ℝ, x ≠ 0 → x ⬝ᵥ (symLap h N *ᵥ x) < 0 := by
  constructor
  · refine Matrix.IsSymm.ext fun i k => ?_
    by_cases h1 : (k : ℕ) = i + 1
    · rw [(symLap_neighbour hh i k h1).1, (symLap_neighbour hh i k h1).2]
    by_cases h2 : (i : ℕ) = k + 1
    · rw [(symLap_neighbour hh k i h2).1, (symLap_neighbour hh k i h2).2]
    by_cases h3 : k = i
    · rw [h3]
    · rw [(symLap_tridiagonal hh i).2 k h3 h1 h2,
        (symLap_tridiagonal hh k).2 i (Ne.symm h3) h2 h1]
  · intro x hx
    -- the grid function u = D^(-1/2) x, extended by zero
    obtain ⟨u, hu1, hu2⟩ : ∃ u : ℤ → ℝ,
        (∀ i : Fin N, u (((i : ℕ) : ℤ) + 1) = (√(radius h (((i : ℕ) : ℤ) + 1)))⁻¹ * x i) ∧
        u ((N : ℤ) + 1) = 0 := by
      refine ⟨fun m => ∑ k : Fin N, if m = ((k : ℕ) : ℤ) + 1 then
        (√(radius h (((k : ℕ) : ℤ) + 1)))⁻¹ * x k else 0, fun i => ?_, ?_⟩
      · show (∑ k : Fin N, _) = _
        rw [Finset.sum_eq_single i]
        · simp
        · intro k _ hk
          exact if_neg fun e => hk (Fin.ext (by omega))
        · simp
      · refine Finset.sum_eq_zero fun k _ => if_neg ?_
        have hk := k.2
        omega
    have hw : Matrix.diagonal (fun i : Fin N => (√(radius h (((i : ℕ) : ℤ) + 1)))⁻¹) *ᵥ x =
        fun k : Fin N => u (((k : ℕ) : ℤ) + 1) := by
      funext k
      rw [Matrix.mulVec_diagonal, hu1]
    have hq : x ⬝ᵥ (symLap h N *ᵥ x) = ∑ i : Fin N, radius h (((i : ℕ) : ℤ) + 1) *
        u (((i : ℕ) : ℤ) + 1) * radialLap h u (((i : ℕ) : ℤ) + 1) := by
      rw [symLap, ← Matrix.mulVec_mulVec, ← Matrix.mulVec_mulVec, hw,
        lapMatrix_mulVec h N u hu2]
      unfold dotProduct
      refine Finset.sum_congr rfl fun i _ => ?_
      rw [Matrix.mulVec_diagonal, hu1]
      have hr : radius h (((i : ℕ) : ℤ) + 1) * (√(radius h (((i : ℕ) : ℤ) + 1)))⁻¹ =
          √(radius h (((i : ℕ) : ℤ) + 1)) := by
        rw [← div_eq_mul_inv, Real.div_sqrt]
      linear_combination (-(x i * radialLap h u (((i : ℕ) : ℤ) + 1))) * hr
    rw [hq, Fin.sum_univ_eq_sum_range (fun n : ℕ => radius h ((n : ℤ) + 1) *
      u ((n : ℤ) + 1) * radialLap h u ((n : ℤ) + 1)) N, discrete_green hh.ne', hu2]
    have hnn : ∀ i ∈ Finset.range N, 0 ≤ ((i : ℝ) + 1) *
        (u ((i : ℤ) + 2) - u ((i : ℤ) + 1)) * (u ((i : ℤ) + 2) - u ((i : ℤ) + 1)) := by
      intro i _
      rw [mul_assoc]
      exact mul_nonneg (by positivity) (mul_self_nonneg _)
    refine div_neg_of_neg_of_pos ?_ hh
    have hpos := lt_of_le_of_ne (Finset.sum_nonneg hnn) (fun h0 => hx ?_)
    · linarith
    -- a vanishing sum makes u constant up to the wall, hence zero
    have hz : ∀ i : ℕ, i < N → u ((i : ℤ) + 2) = u ((i : ℤ) + 1) := by
      intro i hi
      have h1 := (Finset.sum_eq_zero_iff_of_nonneg hnn).1 h0.symm i (Finset.mem_range.2 hi)
      have h2 : (i : ℝ) + 1 ≠ 0 := by positivity
      rw [mul_assoc] at h1
      exact sub_eq_zero.1 (mul_self_eq_zero.1 ((mul_eq_zero.1 h1).resolve_left h2))
    have back : ∀ d : ℕ, d ≤ N → u ((N : ℤ) - d + 1) = 0 := by
      intro d
      induction d with
      | zero =>
        intro _
        simpa using hu2
      | succ d ih =>
        intro hd
        have h1 := hz (N - (d + 1)) (by omega)
        have c1 : ((N - (d + 1) : ℕ) : ℤ) + 2 = (N : ℤ) - d + 1 := by omega
        have c2 : ((N - (d + 1) : ℕ) : ℤ) + 1 = (N : ℤ) - ((d + 1 : ℕ) : ℤ) + 1 := by omega
        rw [c1, c2, ih (by omega)] at h1
        exact h1.symm
    funext i
    have hi := i.2
    have h1 := back (N - i) (by omega)
    have c : (N : ℤ) - ((N - (i : ℕ) : ℕ) : ℤ) + 1 = ((i : ℕ) : ℤ) + 1 := by omega
    rw [c, hu1] at h1
    exact (mul_eq_zero.1 h1).resolve_left
      (inv_ne_zero (Real.sqrt_pos.2 (radius_pos hh (i : ℕ))).ne')

end

end HalfShiftedRadialGrid
```

```lean
#print axioms HalfShiftedRadialGrid.radialLap_sq
#print axioms HalfShiftedRadialGrid.lapMatrix_mulVec
#print axioms HalfShiftedRadialGrid.symLap_symmetric_negDef
```

```
'HalfShiftedRadialGrid.radialLap_sq' depends on axioms: [propext, Classical.choice, Quot.sound]
'HalfShiftedRadialGrid.lapMatrix_mulVec' depends on axioms: [propext, Classical.choice, Quot.sound]
'HalfShiftedRadialGrid.symLap_symmetric_negDef' depends on axioms: [propext, Classical.choice, Quot.sound]
```

## Use in a radial eigenvalue calculation

For one electron in a finite disc with a hard wall, in states of zero angular momentum, \(-\tfrac12S\) is the discrete kinetic energy in atomic units, and its eigenvalues are positive. How closely they approach those of the continuous disc is a question of discretisation error, which is not treated here.

A code needs only two arrays: the diagonal \(1/h^2+V(r_j)\), where \(V\) is the potential energy, a function of \(r\) alone, and the off-diagonal \(-j/(2h^2\sqrt{j^2-1/4})\) for \(j=1,\dots,N-1\). These go to a symmetric tridiagonal eigensolver. The potential is unchanged by the rescaling because it is diagonal. A unit eigenvector \(x\), now numbered from 1, gives the wavefunction \(u_j=x_j/\sqrt{2\pi h\,r_j}\), normalised so that \(2\pi h\sum_j r_ju_j^2=1\).
